# The k-th power of a geminal of commuting, square-zero pair creators is k! times the amplitude-weighted sum of k-pair strings

The pair creators `P i` live in a possibly noncommutative algebra `A` over a commutative semiring `R`, and the only assumptions are that they commute pairwise and that each squares to zero, so no level takes two pairs. For a finite set `s` of levels and arbitrary, unnormalised amplitudes `c i`, the theorem `geminal_pow` states that the k-th power of the geminal creator ∑ c i • P i equals k! times the sum, over all k-element subsets T of `s`, of the product of the amplitudes on T times the product of the creators on T. This is an identity between algebra elements; no vacuum, state or norm appears. The attempt inducts on `s` for all k and splits on k: for k + 1 with a new level it uses the first-order expansion `add_pow_of_sq_zero` and the split `sum_configurations_insert`, and both k = 0 cases are left to `simp` with `pairString` unfolded.

Lean 4 with Mathlib refuses this proof:

```lean
import Mathlib

open Finset

namespace GeminalPower

/-- A family of pair creators `P i` in a possibly noncommutative semiring: they commute pairwise
and each squares to zero. -/
structure PairCreators (ι A : Type*) [Semiring A] where
  P : ι → A
  comm : ∀ i j, Commute (P i) (P j)
  sq_zero : ∀ i, P i * P i = 0

variable {ι R A : Type*} [CommSemiring R] [Semiring A] [Algebra R A]

/-- The product of the pair creators over a set `T` of levels; the order of the factors is
immaterial. -/
def PairCreators.pairString (G : PairCreators ι A) (T : Finset ι) : A :=
  T.noncommProd G.P (fun i _ j _ _ => G.comm i j)

/-- The geminal creator `∑ c i • P i` over the levels in `s`. -/
def PairCreators.geminal (G : PairCreators ι A) (c : ι → R) (s : Finset ι) : A :=
  ∑ i ∈ s, c i • G.P i

/-- Adding a new level `a` to a pair string multiplies it by `P a`. -/
theorem pairString_insert [DecidableEq ι] (G : PairCreators ι A) {a : ι} {T : Finset ι}
    (ha : a ∉ T) : G.pairString (insert a T) = G.P a * G.pairString T := by
  unfold PairCreators.pairString
  exact Finset.noncommProd_insert_of_notMem T a G.P _ ha

/-- Every pair creator commutes with every geminal creator. -/
theorem commute_geminal (G : PairCreators ι A) (c : ι → R) (s : Finset ι) (a : ι) :
    Commute (G.P a) (G.geminal c s) := by
  unfold PairCreators.geminal
  exact Commute.sum_right _ _ _ fun i _ => (G.comm a i).smul_right _

/-- If `x` commutes with `y` and squares to zero, the power of `x + y` stops at first order
in `x`. -/
theorem add_pow_of_sq_zero {x y : A} (h : Commute x y) (hx : x * x = 0) (k : ℕ) :
    (x + y) ^ (k + 1) = y ^ (k + 1) + (k + 1) • (x * y ^ k) := by
  induction k with
  | zero => simp [add_comm]
  | succ k ih =>
    have h1 : x * (x * y ^ k) = 0 := by rw [← mul_assoc, hx, zero_mul]
    have h2 : y * (x * y ^ k) = x * y ^ (k + 1) := by
      rw [← mul_assoc, ← h.eq, mul_assoc, ← pow_succ']
    rw [pow_succ' (x + y) (k + 1), ih, add_mul, mul_add, mul_add, mul_smul_comm,
      mul_smul_comm, h1, h2, ← pow_succ' y (k + 1), smul_zero,
      succ_nsmul (x * y ^ (k + 1)) (k + 1)]
    abel

/-- A sum over configurations of `k + 1` pairs splits into those with the new level `a` empty
and those with `a` occupied. -/
theorem sum_configurations_insert [DecidableEq ι] {M : Type*} [AddCommMonoid M] {a : ι}
    {s : Finset ι} (ha : a ∉ s) (k : ℕ) (f : Finset ι → M) :
    ∑ T ∈ powersetCard (k + 1) (insert a s), f T
      = ∑ T ∈ powersetCard (k + 1) s, f T + ∑ T ∈ powersetCard k s, f (insert a T) := by
  simp only [Finset.powersetCard_eq_filter, Finset.sum_filter]
  rw [Finset.sum_powerset_insert ha]
  congr 1
  refine Finset.sum_congr rfl fun T hT => ?_
  have haT : a ∉ T := fun h => ha (Finset.mem_powerset.mp hT h)
  simp [Finset.card_insert_of_notMem haT]

/-- The `k`-th geminal power is `k!` times the sum over all `k`-element sets of levels of the
product of the amplitudes times the pair string. -/
theorem geminal_pow (G : PairCreators ι A) (c : ι → R) (s : Finset ι) (k : ℕ) :
    G.geminal c s ^ k
      = k.factorial • ∑ T ∈ powersetCard k s, (∏ i ∈ T, c i) • G.pairString T := by
  classical
  induction s using Finset.induction_on generalizing k with
  | empty =>
    cases k with
    | zero => simp [PairCreators.pairString]
    | succ k =>
      have he : powersetCard (k + 1) (∅ : Finset ι) = ∅ :=
        Finset.powersetCard_eq_empty.mpr (by simp)
      rw [he]
      simp [PairCreators.geminal]
  | insert a s ha ih =>
    cases k with
    | zero => simp [PairCreators.pairString]
    | succ k =>
      have hg : G.geminal c (insert a s) = c a • G.P a + G.geminal c s :=
        Finset.sum_insert ha
      have hc : Commute (c a • G.P a) (G.geminal c s) :=
        (commute_geminal G c s a).smul_left _
      -- the new level takes at most one pair
      have hsq : (c a • G.P a) * (c a • G.P a) = 0 := by
        rw [smul_mul_assoc, mul_smul_comm, G.sq_zero]
        simp
      -- configurations with level `a` occupied carry the common factor `c a • P a`
      have hins : ∑ T ∈ powersetCard k s, (∏ i ∈ insert a T, c i) • G.pairString (insert a T)
          = (c a • G.P a) * ∑ T ∈ powersetCard k s, (∏ i ∈ T, c i) • G.pairString T := by
        rw [Finset.mul_sum]
        refine Finset.sum_congr rfl fun T hT => ?_
        have haT : a ∉ T := fun h => ha ((Finset.mem_powersetCard.mp hT).1 h)
        rw [Finset.prod_insert haT, pairString_insert G haT, smul_mul_assoc, mul_smul_comm,
          smul_smul]
      rw [hg, add_pow_of_sq_zero hc hsq, ih (k + 1), ih k, sum_configurations_insert ha,
        hins, mul_smul_comm, smul_smul, smul_add, Nat.factorial_succ k]

end GeminalPower
```

The compiler's answer:

```
Main.lean:74:11: error: unsolved goals
case empty.zero
ι : Type u_1
R : Type u_2
A : Type u_3
inst✝² : CommSemiring R
inst✝¹ : Semiring A
inst✝ : Algebra R A
G : PairCreators ι A
c : ι → R
⊢ 1 = ∅.noncommProd G.P ⋯
Main.lean:82:11: error: unsolved goals
case insert.zero
ι : Type u_1
R : Type u_2
A : Type u_3
inst✝² : CommSemiring R
inst✝¹ : Semiring A
inst✝ : Algebra R A
G : PairCreators ι A
c : ι → R
a : ι
s : Finset ι
ha : a ∉ s
ih : ∀ (k : ℕ), G.geminal c s ^ k = k.factorial • ∑ T ∈ powersetCard k s, (∏ i ∈ T, c i) • G.pairString T
⊢ 1 = ∅.noncommProd G.P ⋯
```

Cause. Both messages come from the k = 0 branches, one for the empty set and one for `insert a s`, and leave the same goal, `1 = ∅.noncommProd G.P ⋯`. So `simp` reduced the zeroth power to `1`, collapsed the sum over 0-element subsets to its single term T = ∅, and removed the factorial and the empty amplitude product. It also unfolded `PairCreators.pairString`, as instructed, which exposed `noncommProd` over `∅` with its commutation proof, printed as `⋯`. There it stopped: it did not rewrite this term to `1`. The messages show that this step is missing, but not why `simp` failed to take it.

The repair proves that step separately. `h0` states `G.pairString ∅ = 1`; after `unfold`, `exact Finset.noncommProd_empty _ _` closes it, with the function and the commutation proof found by unification. Since `h0` mentions neither `s` nor `k`, it is stated once before the induction and is available in both branches. Replacing `simp [PairCreators.pairString]` by `simp [h0]` keeps `pairString` folded, so the surviving term is `G.pairString ∅`, which matches the left side of `h0` and becomes `1`, closing each goal. The added comment is tidying.

The mended proof, as a diff:

```diff
@@ -69,8 +69,12 @@
       = k.factorial • ∑ T ∈ powersetCard k s, (∏ i ∈ T, c i) • G.pairString T := by
   classical
+  -- the empty pair string is the identity
+  have h0 : G.pairString ∅ = 1 := by
+    unfold PairCreators.pairString
+    exact Finset.noncommProd_empty _ _
   induction s using Finset.induction_on generalizing k with
   | empty =>
     cases k with
-    | zero => simp [PairCreators.pairString]
+    | zero => simp [h0]
     | succ k =>
       have he : powersetCard (k + 1) (∅ : Finset ι) = ∅ :=
@@ -80,5 +84,5 @@
   | insert a s ha ih =>
     cases k with
-    | zero => simp [PairCreators.pairString]
+    | zero => simp [h0]
     | succ k =>
       have hg : G.geminal c (insert a s) = c a • G.P a + G.geminal c s :=
```
